# Crank–Nicolson steps for Hermitian H and positive overlap S: conserved S-norm and a cubic bound on the eigenstate phase error

In a real-time PAW calculation with fixed ions, each pseudo-orbital u can be advanced by a time step h by solving a linear system for the new orbital w,

(S + ihH/2) w = (S − ihH/2) u,

which discretises iS dψ/dt = Hψ with ħ = 1. Here S is the overlap operator and H the pseudo-Hamiltonian. Leaving out re-orthonormalisation after the solve relies on conservation of the overlaps ⟨u₁, S u₂⟩, which holds for an exact solve with Hermitian S and H. The cubic bound on the phase error of a stationary state is proved here with S positive as well, positivity serving to make S + ihH/2 injective. For a single stationary state this error is a global phase whose size depends on the zero of energy, so it bears on the choice of h through the relative phases of components with different energies, which the theorems below do not treat. The small counterexamples below are ordinary algebra and are not among the theorems.

## States, operators and the step

In Lean 4 with Mathlib:

```lean
import Mathlib

open Complex
open scoped InnerProductSpace ComplexConjugate

namespace PAWCrankNicolson

noncomputable section

variable {E : Type*} [NormedAddCommGroup E] [InnerProductSpace ℂ E]
```

Pseudo-wavefunctions are vectors of a complex inner product space `E`, which need be neither complete nor finite-dimensional. The product `⟪v, S v⟫_ℂ` is conjugate-linear in the first slot, as in Dirac notation. S and H are linear maps defined on all of `E`, so operator domains are not modelled.

```lean
/-- An overlap operator `S`: Hermitian and positive definite. -/
structure IsOverlap (S : E →ₗ[ℂ] E) : Prop where
  symm : S.IsSymmetric
  pos : ∀ v, v ≠ 0 → 0 < (⟪v, S v⟫_ℂ).re
```

`IsOverlap` bundles ⟨Sx, y⟩ = ⟨x, Sy⟩ with Re⟨v, Sv⟩ > 0 for v ≠ 0. In PAW, S = T†T, with T the map from pseudo to all-electron orbitals, and ⟨v, Sv⟩ is the squared all-electron norm. T does not occur in the code, so both properties are assumed.

```lean
/-- The factor `i h / 2` for a time step `h`. -/
def halfStep (h : ℝ) : ℂ := I * h / 2

/-- The operator `S + i h H / 2`. -/
def cnLeft (S H : E →ₗ[ℂ] E) (h : ℝ) : E →ₗ[ℂ] E := S + halfStep h • H

/-- The operator `S - i h H / 2`. -/
def cnRight (S H : E →ₗ[ℂ] E) (h : ℝ) : E →ₗ[ℂ] E := S - halfStep h • H

/-- `w` follows from `u` by one Crank-Nicolson step: `(S + ihH/2) w = (S - ihH/2) u`. -/
def CNStep (S H : E →ₗ[ℂ] E) (h : ℝ) (u w : E) : Prop := cnLeft S H h w = cnRight S H h u
```

Write c = ih/2 for `halfStep h`. `CNStep S H h u w` is a relation between u and w, so no inverse is taken, and the equation holds exactly, without solver tolerance. Two more definitions serve later: `cnPhase e h` is 2θ with θ = arctan(eh/2) for an energy e, and `ketBra p` is |p⟩⟨p| for a projector function p.

```lean
/-- The angle `2 arctan (e h / 2)` for energy `e` and time step `h`. -/
def cnPhase (e h : ℝ) : ℝ := 2 * Real.arctan (e * h / 2)

/-- The operator `|p⟩⟨p|` built from a projector function `p`. -/
def ketBra (p : E) : E →ₗ[ℂ] E where
  toFun v := ⟪p, v⟫_ℂ • p
  map_add' x y := by simp [add_smul]
  map_smul' c x := by simp [mul_smul]
```

Linearity alone turns Sw + cHw = Su − cHu into the midpoint form

S(w − u) = −c H(w + u).

The proof expands both sides and lets `linear_combination` move the terms across.

```lean
/-- The step is equivalent to the midpoint form `S (w - u) = -(ih/2) H (w + u)`. -/
theorem cnStep_iff_midpoint (S H : E →ₗ[ℂ] E) (h : ℝ) (u w : E) :
    CNStep S H h u w ↔ S (w - u) = (-halfStep h) • H (w + u) := by
  simp only [CNStep, cnLeft, cnRight, LinearMap.add_apply, LinearMap.sub_apply,
    LinearMap.smul_apply, map_sub, map_add]
  constructor
  · intro hs
    linear_combination (norm := module) hs
  · intro hs
    linear_combination (norm := module) hs
```

## Hermitian S and H, real h

A Hermitian H describes closed dynamics without absorption or sources, and real h is real time of either sign. For two orbitals j = 1, 2 stepped with the same S, H and h, set dⱼ = wⱼ − uⱼ and σⱼ = wⱼ + uⱼ, so that S dⱼ = −c Hσⱼ. Then

⟨σ₁, S d₂⟩ = −c ⟨σ₁, Hσ₂⟩,

⟨d₁, Sσ₂⟩ = ⟨S d₁, σ₂⟩ = conj(−c) ⟨Hσ₁, σ₂⟩ = c ⟨σ₁, Hσ₂⟩.

The second line uses symmetry of S in its first equality, and symmetry of H together with conj(−c) = c, which needs real h, in its last. The right sides add to zero. On the left the cross terms cancel and leave 2⟨w₁, Sw₂⟩ − 2⟨u₁, Su₂⟩, so

⟨w₁, S w₂⟩ = ⟨u₁, S u₂⟩.

```lean
/-- For Hermitian `S` and `H`, one step conserves the overlap `⟨u₁, S u₂⟩` of two orbitals; equal
orbitals give the case `⟨u, S u⟩`. -/
theorem overlap_conserved {S H : E →ₗ[ℂ] E} (hS : S.IsSymmetric) (hH : H.IsSymmetric)
    {h : ℝ} {u₁ w₁ u₂ w₂ : E} (s₁ : CNStep S H h u₁ w₁) (s₂ : CNStep S H h u₂ w₂) :
    ⟪w₁, S w₂⟫_ℂ = ⟪u₁, S u₂⟫_ℂ := by
  have m₁ := (cnStep_iff_midpoint S H h u₁ w₁).1 s₁
  have m₂ := (cnStep_iff_midpoint S H h u₂ w₂).1 s₂
  -- the factor ih/2 is purely imaginary
  have hc : conj (-halfStep h) = halfStep h := by
    rw [halfStep, map_neg, map_div₀, map_mul, Complex.conj_I, Complex.conj_ofReal, map_ofNat]
    ring
  have a : ⟪w₁ + u₁, S (w₂ - u₂)⟫_ℂ = -halfStep h * ⟪w₁ + u₁, H (w₂ + u₂)⟫_ℂ := by
    rw [m₂, inner_smul_right]
  have b : ⟪w₁ - u₁, S (w₂ + u₂)⟫_ℂ = halfStep h * ⟪w₁ + u₁, H (w₂ + u₂)⟫_ℂ := by
    rw [← hS (w₁ - u₁) (w₂ + u₂), m₁, inner_smul_left, hH (w₁ + u₁) (w₂ + u₂), hc]
  simp only [map_add, map_sub, inner_add_left, inner_sub_left, inner_add_right,
    inner_sub_right] at a b
  linear_combination (a + b) / 2
```

The two lines are `a` and `b`; `hS`, `hH` and `hc` all enter in the rewrite that proves `b`, and `linear_combination (a + b) / 2` is the sum. Positivity is not used. Taking both orbitals equal gives conservation of ⟨u, Su⟩, which is the squared S-norm when S is positive.

One-dimensional cases show the loss. With S = 1 and an absorbing H = −iγ, γ > 0, the step gives w = u(1 − hγ/2)/(1 + hγ/2), which shrinks for h > 0. With S = i, H = 1 and h = 1, w = u/3 and ⟨w, Sw⟩ = i|w|² changes.

## A nonzero step

Matrix elements of H are conserved as well, by evaluating one quantity in two ways:

⟨d₁, S d₂⟩ = −c ⟨d₁, Hσ₂⟩ = c ⟨σ₁, H d₂⟩.

Hence c(⟨σ₁, H d₂⟩ + ⟨d₁, Hσ₂⟩) = 0. Dividing by c needs h ≠ 0, and the same expansion as before gives ⟨w₁, Hw₂⟩ = ⟨u₁, Hu₂⟩.

```lean
/-- For Hermitian `S` and `H` and `h ≠ 0`, one step conserves the matrix element
`⟨u₁, H u₂⟩` of the Hamiltonian. -/
theorem energy_conserved {S H : E →ₗ[ℂ] E} (hS : S.IsSymmetric) (hH : H.IsSymmetric)
    {h : ℝ} (hh : h ≠ 0) {u₁ w₁ u₂ w₂ : E}
    (s₁ : CNStep S H h u₁ w₁) (s₂ : CNStep S H h u₂ w₂) :
    ⟪w₁, H w₂⟫_ℂ = ⟪u₁, H u₂⟫_ℂ := by
  have m₁ := (cnStep_iff_midpoint S H h u₁ w₁).1 s₁
  have m₂ := (cnStep_iff_midpoint S H h u₂ w₂).1 s₂
  have hc : conj (-halfStep h) = halfStep h := by
    rw [halfStep, map_neg, map_div₀, map_mul, Complex.conj_I, Complex.conj_ofReal, map_ofNat]
    ring
  have hc0 : halfStep h ≠ 0 :=
    div_ne_zero (mul_ne_zero I_ne_zero (ofReal_ne_zero.2 hh)) two_ne_zero
  -- evaluate ⟨w₁ - u₁, S (w₂ - u₂)⟩ in two ways
  have a : ⟪w₁ - u₁, S (w₂ - u₂)⟫_ℂ = -halfStep h * ⟪w₁ - u₁, H (w₂ + u₂)⟫_ℂ := by
    rw [m₂, inner_smul_right]
  have b : ⟪w₁ - u₁, S (w₂ - u₂)⟫_ℂ = halfStep h * ⟪w₁ + u₁, H (w₂ - u₂)⟫_ℂ := by
    rw [← hS (w₁ - u₁) (w₂ - u₂), m₁, inner_smul_left, hH (w₁ + u₁) (w₂ - u₂), hc]
  have key : ⟪w₁ + u₁, H (w₂ - u₂)⟫_ℂ + ⟪w₁ - u₁, H (w₂ + u₂)⟫_ℂ = 0 := by
    apply mul_left_cancel₀ hc0
    linear_combination a - b
  simp only [map_add, map_sub, inner_add_left, inner_sub_left, inner_add_right,
    inner_sub_right] at key
  linear_combination key / 2
```

The hypothesis `hh` gives `hc0`, which `mul_left_cancel₀` uses to obtain `key`. At h = 0 the step says only Sw = Su, and since S is not assumed positive here, S = 0 with H = 1 allows any w. The conserved quantity belongs to the H of that step; it is not a self-consistent total energy.

## Positive S

Positivity says that no nonzero pseudo-orbital has vanishing all-electron norm. If (S + cH)v = 0, then v is a step from u = 0, so ⟨v, Sv⟩ = ⟨0, S0⟩ = 0, and positivity forces v = 0. Thus S + cH is injective for every real h, and a state has at most one successor.

```lean
/-- For positive definite `S` and Hermitian `H`, the operator `S + ihH/2` is injective. -/
theorem cnLeft_injective {S H : E →ₗ[ℂ] E} (hS : IsOverlap S) (hH : H.IsSymmetric) (h : ℝ) :
    Function.Injective (cnLeft S H h) := by
  refine (injective_iff_map_eq_zero _).2 fun v hv => ?_
  by_contra hne
  -- a kernel vector is a step from zero, so its S-norm vanishes
  have step : CNStep S H h 0 v := by
    unfold CNStep
    rw [hv, map_zero]
  have pos := hS.pos v hne
  rw [overlap_conserved hS.symm hH step step] at pos
  simp at pos
```

The proof builds `step`, rewrites `hS.pos v hne` with `overlap_conserved` and reaches 0 < 0. An invertible but indefinite S does not suffice: for S = diag(1, −1) and H with zero diagonal and off-diagonal entries 1, det(S + cH) = h²/4 − 1 vanishes at h = ±2.

## Finite dimension

A finite basis of plane waves or grid points makes `E` finite-dimensional. For positive S and Hermitian H the map S + cH is injective, hence in finite dimension also surjective, so the right side (S − cH)u is reached by exactly one w.

```lean
/-- In finite dimension every state has exactly one Crank-Nicolson successor. -/
theorem existsUnique_step [FiniteDimensional ℂ E] {S H : E →ₗ[ℂ] E} (hS : IsOverlap S)
    (hH : H.IsSymmetric) (h : ℝ) (u : E) : ∃! w, CNStep S H h u w := by
  have inj := cnLeft_injective hS hH h
  obtain ⟨w, hw⟩ := LinearMap.injective_iff_surjective.1 inj (cnRight S H h u)
  exact ⟨w, hw, fun w' hw' => inj (Eq.trans hw' hw.symm)⟩
```

`LinearMap.injective_iff_surjective` is the one place where the dimension enters; the conservation and eigenstate theorems take the existence of w as a hypothesis. For polynomials on [0, 1] with S = 1 and H multiplication by x, the equation (1 + cx)w = 1 − cx has no polynomial solution when h ≠ 0.

## A generalised eigenstate with real energy

The condition Hu = eSu describes a stationary state, whose exact evolution over h is the factor exp(−ieh). The step will produce exp(−2iθ), and the comparison of the two angles needs no operator hypothesis. Put x = eh, g(t) = t − arctan t and f(t) = t³/3 − t + arctan t. Then

g′(t) = t²/(1 + t²) ≥ 0,  f′(t) = t⁴/(1 + t²) ≥ 0,  g(0) = f(0) = 0.

For x ≥ 0 and t = x/2 this gives 0 ≤ g(t) ≤ t³/3, and doubling gives 0 ≤ x − 2 arctan(x/2) ≤ x³/12. For x ≤ 0 both inequalities reverse, so

|eh − 2θ| ≤ |eh|³/12.

```lean
/-- For `e h` of either sign, `|e h - 2 arctan (e h / 2)| ≤ |e h|³ / 12`. -/
theorem phase_error_bound (e h : ℝ) : |e * h - cnPhase e h| ≤ |e * h| ^ 3 / 12 := by
  unfold cnPhase
  generalize e * h = x
  have dg : ∀ t : ℝ, HasDerivAt (fun t => t - Real.arctan t) (t ^ 2 / (1 + t ^ 2)) t := by
    intro t
    have h1 : 1 + t ^ 2 ≠ 0 := by positivity
    refine ((hasDerivAt_id' t).fun_sub (Real.hasDerivAt_arctan t)).congr_deriv ?_
    field_simp
    ring
  have df : ∀ t : ℝ, HasDerivAt (fun t => t ^ 3 / 3 - t + Real.arctan t)
      (t ^ 4 / (1 + t ^ 2)) t := by
    intro t
    have h1 : 1 + t ^ 2 ≠ 0 := by positivity
    have hp : HasDerivAt (fun t : ℝ => t ^ 3) (3 * t ^ 2) t := by
      simpa using hasDerivAt_pow 3 t
    refine (((hp.div_const 3).fun_sub (hasDerivAt_id' t)).fun_add
      (Real.hasDerivAt_arctan t)).congr_deriv ?_
    field_simp
    ring
  -- both functions increase and vanish at zero
  have hg := monotone_of_deriv_nonneg (fun t => (dg t).differentiableAt)
    (fun t => by rw [(dg t).deriv]; positivity)
  have hf := monotone_of_deriv_nonneg (fun t => (df t).differentiableAt)
    (fun t => by rw [(df t).deriv]; positivity)
  rcases le_total 0 x with hx | hx
  · have g0 := hg (show (0 : ℝ) ≤ x / 2 by linarith)
    have f0 := hf (show (0 : ℝ) ≤ x / 2 by linarith)
    simp only [Real.arctan_zero] at g0 f0
    rw [abs_of_nonneg hx, abs_le]
    constructor <;> nlinarith
  · have g0 := hg (show x / 2 ≤ (0 : ℝ) by linarith)
    have f0 := hf (show x / 2 ≤ (0 : ℝ) by linarith)
    simp only [Real.arctan_zero] at g0 f0
    rw [abs_of_nonpos hx, abs_le]
    constructor <;> nlinarith
```

`dg` and `df` are the derivatives, `hg` and `hf` the monotonicity, and `le_total 0 x` splits the signs.

For the step itself, tan θ = eh/2 and cos θ ≠ 0, so

exp(±iθ) = cos θ (1 ± ce),  exp(−2iθ)(1 + ce) = 1 − ce,

where the second relation follows from exp(−2iθ) exp(iθ) = exp(−iθ) on cancelling cos θ. The eigenvalue equation then gives

(S + cH) w = (1 − ce) Su = exp(−2iθ)(1 + ce) Su = (S + cH) exp(−2iθ) u,

and injectivity of S + cH, which holds for positive S and Hermitian H, yields w = exp(−2iθ)u.

```lean
/-- If `H u = e S u` with real `e`, one step gives `w = exp (-2i arctan (e h / 2)) u`. -/
theorem eigenstate_step {S H : E →ₗ[ℂ] E} (hS : IsOverlap S) (hH : H.IsSymmetric)
    {h e : ℝ} {u w : E} (he : H u = (e : ℂ) • S u) (hs : CNStep S H h u w) :
    w = exp (-(I * cnPhase e h)) • u := by
  obtain ⟨θ, hθ⟩ : ∃ θ, θ = Real.arctan (e * h / 2) := ⟨_, rfl⟩
  have hphase : cnPhase e h = 2 * θ := by rw [hθ]; rfl
  have hc : Real.cos θ ≠ 0 := by rw [hθ]; exact (Real.cos_arctan_pos _).ne'
  have ht : Real.tan θ = e * h / 2 := by rw [hθ]; exact Real.tan_arctan _
  rw [Real.tan_eq_sin_div_cos, div_eq_iff hc] at ht
  -- exp (± iθ) = cos θ (1 ± i e h / 2)
  have e1 : exp (θ * I) = (Real.cos θ : ℂ) * (1 + halfStep h * e) := by
    rw [exp_mul_I, ← ofReal_cos, ← ofReal_sin, ht, halfStep]
    push_cast
    ring
  have e2 : exp ((-θ : ℝ) * I) = (Real.cos θ : ℂ) * (1 - halfStep h * e) := by
    rw [exp_mul_I, ← ofReal_cos, ← ofReal_sin, Real.cos_neg, Real.sin_neg, ht, halfStep]
    push_cast
    ring
  have e3 : exp (-(I * cnPhase e h)) * exp (θ * I) = exp ((-θ : ℝ) * I) := by
    rw [← Complex.exp_add, hphase]
    congr 1
    push_cast
    ring
  rw [e1, e2] at e3
  have key : exp (-(I * cnPhase e h)) * (1 + halfStep h * e) = 1 - halfStep h * e := by
    apply mul_left_cancel₀ (ofReal_ne_zero.2 hc)
    linear_combination e3
  -- the rotated state solves the step equation, whose solution is unique
  apply cnLeft_injective hS hH h
  calc cnLeft S H h w = cnRight S H h u := hs
    _ = (1 - halfStep h * e) • S u := by
        simp only [cnRight, LinearMap.sub_apply, LinearMap.smul_apply, he]
        module
    _ = (exp (-(I * cnPhase e h)) * (1 + halfStep h * e)) • S u := by rw [key]
    _ = cnLeft S H h (exp (-(I * cnPhase e h)) • u) := by
        simp only [cnLeft, LinearMap.add_apply, LinearMap.smul_apply, map_smul, he]
        module
```

`e1`, `e2` and `key` are the scalar identities, `he` enters the second and last lines of the `calc`, and positivity enters through `cnLeft_injective`. Reality of e is fixed by its type; for u ≠ 0 it costs nothing, since e = ⟨u, Hu⟩/⟨u, Su⟩. No normalisation is required, and u = 0 is allowed. For h ≠ 0 a superposition of eigenstates with different e is not multiplied by a single phase, and it is not covered.

## S fixed along the trajectory

For orbitals ψₖ and φₖ, k = 0, 1, …, each step conserves its overlap, and these equalities chain into ⟨ψ_N, Sφ_N⟩ = ⟨ψ₀, Sφ₀⟩ because S is the same at every k.

```lean
/-- With fixed Hermitian `S` and step-dependent Hermitian `H k` and steps `h k`, the overlap
of two propagated orbitals after `N` steps equals its initial value. -/
theorem overlap_conserved_trajectory {S : E →ₗ[ℂ] E} {H : ℕ → E →ₗ[ℂ] E}
    (hS : S.IsSymmetric) (hH : ∀ k, (H k).IsSymmetric) {h : ℕ → ℝ} {ψ φ : ℕ → E}
    (hψ : ∀ k, CNStep S (H k) (h k) (ψ k) (ψ (k + 1)))
    (hφ : ∀ k, CNStep S (H k) (h k) (φ k) (φ (k + 1))) (N : ℕ) :
    ⟪ψ N, S (φ N)⟫_ℂ = ⟪ψ 0, S (φ 0)⟫_ℂ := by
  induction N with
  | zero => rfl
  | succ n ih => rw [overlap_conserved hS (hH n) (hψ n) (hφ n), ih]
```

The induction applies `overlap_conserved` with `hH n`. The operators `H k` and steps `h k` are arbitrary, which admits a driven or density-dependent Kohn–Sham Hamiltonian as long as it is Hermitian and common to both orbitals. A fixed S means fixed ions. If S varied with k, already H = 0 would give ψₖ = ψ₀ with an overlap that follows the changing S.

## H and h fixed along the trajectory

Let S be positive and H Hermitian, as for the single eigenstate step. With constant H, a multiple of ψ₀ again satisfies the eigenvalue equation with the same e, and with constant h each step contributes the same factor:

ψ_N = exp(−2iNθ) ψ₀ = exp(iδ) exp(−ieNh) ψ₀,  δ = N(eh − 2θ),  |δ| ≤ N|eh|³/12.

```lean
/-- If `H ψ₀ = e S ψ₀`, then after `N` steps `ψ_N = exp (-2iN arctan (eh/2)) ψ₀`, which is
`exp (iδ) exp (-ieNh) ψ₀` with `δ = N (eh - 2 arctan (eh/2))` and `|δ| ≤ N |eh|³ / 12`. -/
theorem eigenstate_trajectory {S H : E →ₗ[ℂ] E} (hS : IsOverlap S) (hH : H.IsSymmetric)
    {h e : ℝ} {ψ : ℕ → E} (he : H (ψ 0) = (e : ℂ) • S (ψ 0))
    (hs : ∀ k, CNStep S H h (ψ k) (ψ (k + 1))) (N : ℕ) :
    ψ N = exp (-(I * (N * cnPhase e h))) • ψ 0 ∧
    ψ N = exp (I * (N * (e * h - cnPhase e h) : ℝ)) • exp (-(I * (e * (N * h)))) • ψ 0 ∧
    |N * (e * h - cnPhase e h)| ≤ N * (|e * h| ^ 3 / 12) := by
  have main : ψ N = exp (-(I * (N * cnPhase e h))) • ψ 0 := by
    induction N with
    | zero => simp
    | succ n ih =>
      have eig : H (ψ n) = (e : ℂ) • S (ψ n) := by
        rw [ih, map_smul, map_smul, he]
        exact smul_comm _ _ _
      rw [eigenstate_step hS hH eig (hs n), ih, smul_smul, ← Complex.exp_add]
      congr 2
      push_cast
      ring
  refine ⟨main, main.trans ?_, ?_⟩
  · rw [smul_smul, ← Complex.exp_add]
    congr 2
    push_cast
    ring
  · rw [abs_mul, Nat.abs_cast]
    exact mul_le_mul_of_nonneg_left (phase_error_bound e h) (Nat.cast_nonneg N)
```

Inside the induction `eig` carries the eigenvalue equation forward and `eigenstate_step` supplies the factor; the last part multiplies `phase_error_bound` by N. At N = 0 all three statements are trivial. If H changes between steps, ψₖ need not remain an eigenstate, and of the two trajectory theorems only the overlap result applies.

## A normalised projector

For ‖p‖ = 1, take S = 1 + |p⟩⟨p| and H = 2|p⟩⟨p|. Then ⟨v, Sv⟩ = ‖v‖² + |⟨p, v⟩|² > 0 for v ≠ 0, Sp = 2p and Hp = 2p, so e = 1 in a model with S ≠ 1. The vector p has ⟨p, Sp⟩ = 2, and the S-normalised state is p/√2. At h = 1 the phase error 1 − 2 arctan(1/2) ≈ 0.0727 compares with the bound 1/12 ≈ 0.0833.

```lean
/-- For a unit vector `p`, `S = 1 + |p⟩⟨p|` is Hermitian positive definite with `S p = 2 p`,
`H = 2 |p⟩⟨p|` is Hermitian, and `H p = e S p` with `e = 1`. -/
theorem oneProjector_witness (p : E) (hp : ‖p‖ = 1) :
    IsOverlap (LinearMap.id + ketBra p : E →ₗ[ℂ] E) ∧ ((2 : ℂ) • ketBra p).IsSymmetric ∧
    (LinearMap.id + ketBra p : E →ₗ[ℂ] E) p = (2 : ℂ) • p ∧
    ((2 : ℂ) • ketBra p) p = ((1 : ℝ) : ℂ) • (LinearMap.id + ketBra p : E →ₗ[ℂ] E) p := by
  have hP : ∀ v, ketBra p v = ⟪p, v⟫_ℂ • p := fun _ => rfl
  have hpp : ⟪p, p⟫_ℂ = 1 := by rw [inner_self_eq_norm_sq_to_K, hp]; simp
  have hsym : ∀ x y, ⟪ketBra p x, y⟫_ℂ = ⟪x, ketBra p y⟫_ℂ := by
    intro x y
    rw [hP x, hP y, inner_smul_left, inner_smul_right, inner_conj_symm]
    exact mul_comm _ _
  refine ⟨⟨fun x y => ?_, fun v hv => ?_⟩, fun x y => ?_, ?_, ?_⟩
  · simp only [LinearMap.add_apply, LinearMap.id_apply, inner_add_left, inner_add_right,
      hsym x y]
  · have h1 : (⟪v, v⟫_ℂ).re = ‖v‖ ^ 2 := inner_self_eq_norm_sq (𝕜 := ℂ) v
    have h2 : 0 < ‖v‖ := norm_pos_iff.2 hv
    rw [LinearMap.add_apply, LinearMap.id_apply, hP, inner_add_right, inner_smul_right,
      ← inner_conj_symm v p, mul_conj, add_re, ofReal_re, h1]
    exact add_pos_of_pos_of_nonneg (pow_pos h2 2) (normSq_nonneg _)
  · simp only [LinearMap.smul_apply, inner_smul_left, inner_smul_right, hsym x y, map_ofNat]
  · simp only [LinearMap.add_apply, LinearMap.id_apply, hP, hpp]
    module
  · simp only [LinearMap.add_apply, LinearMap.id_apply, LinearMap.smul_apply, hP, hpp,
      ofReal_one]
    module

end

end PAWCrankNicolson
```

`hsym` gives both symmetries, and `hp` is used through `hpp` in the last two goals only. For a general nonzero p the eigenvalue would be 2‖p‖²/(1 + ‖p‖²).

```lean
#print axioms PAWCrankNicolson.energy_conserved
-- 'PAWCrankNicolson.energy_conserved' depends on axioms: [propext, Classical.choice, Quot.sound]
#print axioms PAWCrankNicolson.existsUnique_step
-- 'PAWCrankNicolson.existsUnique_step' depends on axioms: [propext, Classical.choice, Quot.sound]
#print axioms PAWCrankNicolson.overlap_conserved_trajectory
-- 'PAWCrankNicolson.overlap_conserved_trajectory' depends on axioms: [propext, Classical.choice, Quot.sound]
#print axioms PAWCrankNicolson.eigenstate_trajectory
-- 'PAWCrankNicolson.eigenstate_trajectory' depends on axioms: [propext, Classical.choice, Quot.sound]
```
